# A C¹ grid potential on $\mathbb{R}^N$ derives from an energy exactly when its Jacobian is symmetric everywhere

**Q:** In density-functional work a potential is sometimes written down directly, and one then asks whether it is the derivative of any energy. You answer with a density that is an arbitrary list of $N$ real numbers, one per grid point. Why should I accept that as a density?

**A:** It makes the functional derivative an ordinary gradient. In the code the grid points form a finite type `ι`, and a density is a function `ι → ℝ`. Negative values are allowed and the electron number is free, so the potential must be defined on all of $\mathbb{R}^N$.

```lean
import Mathlib

open MeasureTheory Matrix

namespace GridPotential

noncomputable section

variable {ι : Type*} [Fintype ι] [DecidableEq ι]
```

**Q:** My functional derivative has a quadrature weight in it. Where did that go?

**A:** Into the potential. Write $\rho_i$ for the density at point $i$, $w_i$ for its weight and $u_i$ for the usual potential value there. The discretised functional derivative is $u_i = w_i^{-1}\,\partial E/\partial\rho_i$, while the potential used here is $v_i = \partial E/\partial\rho_i = w_i u_i$. On a grid with unequal weights, the symmetry condition must be checked on $w_i u_i$, not on $u_i$.

The definition says that $E$ is differentiable and that its derivative along the unit vector `Pi.single i 1` is `v ρ i`. Differentiability is stated separately because Lean's `fderiv` returns zero where no derivative exists.

```lean
/-- The energy `E` is differentiable and its partial derivative with respect to the
density at each grid point `i` is the potential `v i`. -/
def IsEnergyOf (E : (ι → ℝ) → ℝ) (v : (ι → ℝ) → (ι → ℝ)) : Prop :=
  Differentiable ℝ E ∧ ∀ ρ i, fderiv ℝ E ρ (Pi.single i 1) = v ρ i
```

**Q:** And "response kernel"? To me the response function is $\delta\rho/\delta v$.

**A:** Here it is the other derivative, $J_{ij}(\rho) = \partial v_i/\partial\rho_j$, the Jacobian of the potential. For an exchange-correlation potential it is the discrete form of the kernel $f_{xc}$, with the weights included.

```lean
/-- The response kernel of a differentiable potential: entry `i j` is the derivative of
`v i` with respect to the density at grid point `j`. -/
def responseKernel (v : (ι → ℝ) → (ι → ℝ)) (ρ : ι → ℝ) : Matrix ι ι ℝ :=
  fun i j => fderiv ℝ v ρ (Pi.single j 1) i
```

**Q:** Then show me the argument without Lean first.

**A:** Let $v$ be continuously differentiable. Suppose first that an energy $E$ exists. Second derivatives commute, so
$$\frac{\partial v_i}{\partial\rho_j} = \frac{\partial^2 E}{\partial\rho_j\,\partial\rho_i} = \frac{\partial^2 E}{\partial\rho_i\,\partial\rho_j} = \frac{\partial v_j}{\partial\rho_i}.$$
By the chain rule, $\frac{d}{dt}E(t\rho) = \sum_i \rho_i v_i(t\rho)$. Integrating from $0$ to $1$ gives
$$E(\rho) - E(0) = \int_0^1 \sum_i \rho_i\, v_i(t\rho)\,dt .$$

Conversely, suppose $J$ is symmetric everywhere, and call the right-hand side $L(\rho)$. Differentiating under the integral,
$$\frac{\partial L}{\partial\rho_k} = \int_0^1 \Big[v_k(t\rho) + t\sum_i \rho_i J_{ik}(t\rho)\Big]dt .$$
Symmetry replaces $J_{ik}$ by $J_{ki}$, and the bracket becomes a total derivative:
$$v_k(t\rho) + t\sum_i J_{ki}(t\rho)\,\rho_i = \frac{d}{dt}\big[t\,v_k(t\rho)\big].$$
The integral is therefore $v_k(\rho) - 0 = v_k(\rho)$. These partial derivatives are continuous, so $L$ is differentiable and is an energy for $v$.

In the code $L$ is `lineEnergy`.

```lean
/-- The integral of the potential `v` along the straight ray from zero density to `ρ`. -/
def lineEnergy (v : (ι → ℝ) → (ι → ℝ)) (ρ : ι → ℝ) : ℝ :=
  ∫ t in (0 : ℝ)..1, ∑ i, ρ i * v (t • ρ) i
```

**Q:** That integral gives a number for any continuous potential, symmetric or not.

**A:** Yes, and that number alone says nothing about whether $v$ is a gradient. If the Jacobian fails to be symmetric somewhere, no energy has $v$ as its gradient, so $L$ doesn't either.

**Q:** Your derivation uses components. What does the code differentiate?

**A:** It treats all components at once. `pairing` turns the potential values $v_i$ at one density into the linear functional $\delta \mapsto \sum_i \delta_i v_i$. When $v$ has an energy, this is the first-order energy change under a density change $\delta$. The lemma after it writes out this sum; the `w` in it is a potential, not the quadrature weight.

```lean
/-- A potential on the grid, regarded as a linear functional of density changes. -/
def pairing : (ι → ℝ) →L[ℝ] ((ι → ℝ) →L[ℝ] ℝ) :=
  ∑ i, (ContinuousLinearMap.proj i : (ι → ℝ) →L[ℝ] ℝ).smulRight
    (ContinuousLinearMap.proj i : (ι → ℝ) →L[ℝ] ℝ)

omit [DecidableEq ι] in
/-- A potential `w` pairs with a density change `δ` to the sum of `δ i * w i`. -/
theorem pairing_apply (w δ : ι → ℝ) : pairing w δ = ∑ i, δ i * w i := by
  simp [pairing, _root_.sum_apply, mul_comm]
```

Every density change is a sum of single-point changes, so for a differentiable $E$ the partial derivatives fix the full derivative. This makes "$E$ is an energy of $v$" equivalent to "the derivative of $E$ at each $\rho$ is `pairing (v ρ)`". In one direction the proof expands $\delta$ in unit vectors and uses linearity; in the other it evaluates the functional on a unit vector.

```lean
/-- Every density change is a sum of changes at single grid points. -/
theorem sum_point_changes (δ : ι → ℝ) :
    ∑ i, δ i • (Pi.single i (1 : ℝ) : ι → ℝ) = δ := by
  ext j
  simp [Finset.sum_apply, Pi.single_apply]

/-- `E` is an energy of `v` exactly when, at every density `ρ`, `E` has a (Fréchet) derivative and
that derivative is the pairing with `v ρ`. -/
theorem isEnergyOf_iff (E : (ι → ℝ) → ℝ) (v : (ι → ℝ) → (ι → ℝ)) :
    IsEnergyOf E v ↔ ∀ ρ, HasFDerivAt E (pairing (v ρ)) ρ := by
  constructor
  · intro hE ρ
    refine (hE.1 ρ).hasFDerivAt.congr_fderiv (ContinuousLinearMap.ext fun δ => ?_)
    have h := congrArg (fderiv ℝ E ρ) (sum_point_changes δ)
    simp only [map_sum, map_smul, hE.2, smul_eq_mul] at h
    rw [pairing_apply, ← h]
  · intro h
    refine ⟨fun ρ => (h ρ).differentiableAt, fun ρ i => ?_⟩
    rw [(h ρ).fderiv, pairing_apply]
    simp [Pi.single_apply]
```

**Q:** Where does the exchange of $J_{ik}$ and $J_{ki}$ happen?

**A:** In the next lemma. For density changes $a$ and $b$ it proves $\sum_{i,j} b_i J_{ij} a_j = \sum_{i,j} a_i J_{ij} b_j$. The auxiliary fact `hk` writes the derivative of $v$ as the Jacobian acting on a vector; then the order of summation is swapped and the symmetry hypothesis applied.

```lean
/-- If the response kernel is symmetric at `ρ`, then pairing the derivative of `v` along `a` with
`b` gives the same number as pairing its derivative along `b` with `a`. -/
theorem pairing_response_comm {v : (ι → ℝ) → (ι → ℝ)} {ρ : ι → ℝ}
    (hs : ∀ i j, responseKernel v ρ i j = responseKernel v ρ j i) (a b : ι → ℝ) :
    pairing (fderiv ℝ v ρ a) b = pairing (fderiv ℝ v ρ b) a := by
  have hk : ∀ (c : ι → ℝ) (i : ι),
      fderiv ℝ v ρ c i = ∑ j, c j * responseKernel v ρ i j := by
    intro c i
    have h := congrFun (congrArg (fderiv ℝ v ρ) (sum_point_changes c)) i
    simp only [map_sum, map_smul, Finset.sum_apply, Pi.smul_apply, smul_eq_mul] at h
    exact h.symm
  simp only [pairing_apply, hk, Finset.mul_sum]
  rw [Finset.sum_comm]
  refine Finset.sum_congr rfl fun i _ => Finset.sum_congr rfl fun j _ => ?_
  rw [hs i j]
  ring
```

**Q:** And the necessity half? Commuting second derivatives usually needs $E$ to be twice continuously differentiable.

**A:** Less is enough. Mathlib's `second_derivative_symmetric` needs $E$ to be differentiable with a derivative that is itself differentiable at $\rho$. The derivative of $E$ is the pairing with $v$, so differentiability of $v$ suffices. Evaluating on the unit vectors at $i$ and $j$ gives the two Jacobian entries.

```lean
/-- A differentiable potential that has an energy has a symmetric response kernel. -/
theorem responseKernel_symm {E : (ι → ℝ) → ℝ} {v : (ι → ℝ) → (ι → ℝ)}
    (hv : Differentiable ℝ v) (hE : IsEnergyOf E v) (ρ : ι → ℝ) (i j : ι) :
    responseKernel v ρ i j = responseKernel v ρ j i := by
  have hp : ∀ (w : ι → ℝ) (k : ι), pairing w (Pi.single k 1) = w k := by
    intro w k
    simp [pairing_apply, Pi.single_apply]
  have h2 : HasFDerivAt (fun σ => pairing (v σ)) (pairing.comp (fderiv ℝ v ρ)) ρ :=
    pairing.hasFDerivAt.comp ρ (hv ρ).hasFDerivAt
  -- mixed second derivatives of the energy commute
  have h : pairing (fderiv ℝ v ρ (Pi.single j 1)) (Pi.single i 1)
      = pairing (fderiv ℝ v ρ (Pi.single i 1)) (Pi.single j 1) :=
    second_derivative_symmetric ((isEnergyOf_iff E v).1 hE) h2 _ _
  rw [hp, hp] at h
  exact h
```

The energy formula is proved between any two densities $\rho_0$ and $\rho_1$, for continuous $v$. `hpath` differentiates the straight segment, `hd` is the chain rule along it, and the fundamental theorem of calculus finishes. Taking $\rho_0 = 0$ recovers the ray.

```lean
/-- For a continuous potential with energy `E`, the energy difference between two densities
is the integral of the potential along the straight segment joining them. -/
theorem energy_difference {E : (ι → ℝ) → ℝ} {v : (ι → ℝ) → (ι → ℝ)}
    (hv : Continuous v) (hE : IsEnergyOf E v) (ρ₀ ρ₁ : ι → ℝ) :
    E ρ₁ - E ρ₀ =
      ∫ t in (0 : ℝ)..1, ∑ i, (ρ₁ i - ρ₀ i) * v (ρ₀ + t • (ρ₁ - ρ₀)) i := by
  have hpath : ∀ t : ℝ, HasDerivAt (fun s : ℝ => ρ₀ + s • (ρ₁ - ρ₀)) (ρ₁ - ρ₀) t :=
    fun t => (((hasDerivAt_id t).smul_const (ρ₁ - ρ₀)).const_add ρ₀).congr_deriv
      (one_smul ℝ _)
  have hd : ∀ t : ℝ, HasDerivAt (fun s : ℝ => E (ρ₀ + s • (ρ₁ - ρ₀)))
      (∑ i, (ρ₁ i - ρ₀ i) * v (ρ₀ + t • (ρ₁ - ρ₀)) i) t := by
    intro t
    have h := ((isEnergyOf_iff E v).1 hE (ρ₀ + t • (ρ₁ - ρ₀))).comp_hasDerivAt t (hpath t)
    rw [pairing_apply] at h
    exact h
  have hc : Continuous fun t : ℝ => v (ρ₀ + t • (ρ₁ - ρ₀)) := hv.comp (by fun_prop)
  have hi : Continuous fun t : ℝ => ∑ i, (ρ₁ i - ρ₀ i) * v (ρ₀ + t • (ρ₁ - ρ₀)) i :=
    continuous_finsetSum _ fun i _ => continuous_const.mul ((continuous_apply i).comp hc)
  rw [intervalIntegral.integral_eq_sub_of_hasDerivAt (fun t _ => hd t)
    (hi.intervalIntegrable _ _)]
  simp
```

**Q:** The converse differentiates under an integral. Physicists do that without asking; what pays for it here?

**A:** Compactness. The functional `F' σ t` is the pairing with $v(t\sigma) + t\,Dv(t\sigma)\sigma$, where $Dv$ is the derivative of $v$. It is jointly continuous in $\sigma$ and $t$, so it is bounded by a constant $C$ when $\sigma$ lies in the closed unit ball around $\rho$ and $t$ in $[0,1]$. That bound permits the exchange.

The rest follows the calculation above. `hdiff` applies the product rule to the integrand and uses the symmetry lemma to bring the result into the form `F'`. `hder` recognises `F' ρ t` as the $t$-derivative of the pairing with $t\,v(t\rho)$, and `hint` integrates it to the pairing with $v(\rho)$.

```lean
/-- If a continuously differentiable potential has a symmetric response kernel at every
density, its integral along rays from zero density is an energy for it. -/
theorem lineEnergy_isEnergyOf {v : (ι → ℝ) → (ι → ℝ)} (hv : ContDiff ℝ 1 v)
    (hs : ∀ ρ i j, responseKernel v ρ i j = responseKernel v ρ j i) :
    IsEnergyOf (lineEnergy v) v := by
  rw [isEnergyOf_iff]
  intro ρ
  obtain ⟨hd, hD⟩ := contDiff_one_iff_fderiv.1 hv
  let F' : (ι → ℝ) → ℝ → ((ι → ℝ) →L[ℝ] ℝ) :=
    fun σ t => pairing (v (t • σ) + t • fderiv ℝ v (t • σ) σ)
  have hF' : Continuous (fun p : (ι → ℝ) × ℝ => F' p.1 p.2) := by
    have hm : Continuous fun p : (ι → ℝ) × ℝ => p.2 • p.1 := by fun_prop
    exact pairing.continuous.comp ((hd.continuous.comp hm).add
      (continuous_snd.smul ((hD.comp hm).clm_apply continuous_fst)))
  have hpair : Continuous fun t : ℝ => (ρ, t) := by fun_prop
  have hF'c : Continuous (F' ρ) := hF'.comp hpair
  have hFc : ∀ σ : ι → ℝ, Continuous fun t : ℝ => ∑ i, σ i * v (t • σ) i := by
    intro σ
    have hc : Continuous fun t : ℝ => v (t • σ) := hd.continuous.comp (by fun_prop)
    exact continuous_finsetSum _ fun i _ =>
      continuous_const.mul ((continuous_apply i).comp hc)
  -- symmetry of the kernel puts the derivative of the integrand in the form `F'`
  have hdiff : ∀ (σ : ι → ℝ) (t : ℝ),
      HasFDerivAt (fun τ : ι → ℝ => ∑ i, τ i * v (t • τ) i) (F' σ t) σ := by
    intro σ t
    have h0 : HasFDerivAt (fun τ : ι → ℝ => t • τ)
        (t • ContinuousLinearMap.id ℝ (ι → ℝ)) σ := (hasFDerivAt_id σ).const_smul t
    have h1 := HasFDerivAt.comp (g := v) (f := fun τ : ι → ℝ => t • τ) σ
      (hd (t • σ)).hasFDerivAt h0
    have h2 := (pairing.hasFDerivAt.comp σ h1).clm_apply (hasFDerivAt_id σ)
    have hfun : (fun τ : ι → ℝ => ∑ i, τ i * v (t • τ) i)
        = fun τ => pairing (v (t • τ)) τ := by
      funext τ
      rw [pairing_apply]
    rw [hfun]
    refine h2.congr_fderiv (ContinuousLinearMap.ext fun δ => ?_)
    change pairing (v (t • σ)) δ + pairing (fderiv ℝ v (t • σ) (t • δ)) σ
      = pairing (v (t • σ) + t • fderiv ℝ v (t • σ) σ) δ
    simp only [map_add, map_smul, _root_.add_apply,
      _root_.smul_apply]
    rw [pairing_response_comm (hs _) δ σ]
  -- a uniform bound near `ρ` allows differentiation under the integral
  obtain ⟨C, hC⟩ := ((isCompact_closedBall ρ 1).prod
    (isCompact_Icc : IsCompact (Set.Icc (0 : ℝ) 1))).exists_bound_of_continuousOn
      hF'.continuousOn
  have key := intervalIntegral.hasFDerivAt_integral_of_dominated_of_fderiv_le
    (μ := volume) (a := (0 : ℝ)) (b := 1)
    (F := fun (σ : ι → ℝ) (t : ℝ) => ∑ i, σ i * v (t • σ) i) (F' := F')
    (bound := fun _ => C) (Metric.closedBall_mem_nhds ρ one_pos)
    (.of_forall fun σ => (hFc σ).aestronglyMeasurable)
    ((hFc ρ).intervalIntegrable _ _) hF'c.aestronglyMeasurable
    (.of_forall fun t ht σ hσ => hC (σ, t) ⟨hσ, by
      rw [Set.uIoc_of_le zero_le_one] at ht
      exact ⟨ht.1.le, ht.2⟩⟩)
    intervalIntegrable_const (.of_forall fun t _ σ _ => hdiff σ t)
  -- the differentiated integrand is the `t`-derivative of the pairing with `t • v (t • ρ)`
  have hder : ∀ t : ℝ, HasDerivAt (fun s : ℝ => pairing (s • v (s • ρ))) (F' ρ t) t := by
    intro t
    have hray : HasDerivAt (fun s : ℝ => s • ρ) ρ t :=
      ((hasDerivAt_id t).smul_const ρ).congr_deriv (one_smul ℝ _)
    have hvt : HasDerivAt (fun s : ℝ => v (s • ρ)) (fderiv ℝ v (t • ρ) ρ) t :=
      (hd (t • ρ)).hasFDerivAt.comp_hasDerivAt t hray
    refine (pairing.hasFDerivAt.comp_hasDerivAt t
      ((hasDerivAt_id t).smul hvt)).congr_deriv ?_
    change pairing (t • fderiv ℝ v (t • ρ) ρ + (1 : ℝ) • v (t • ρ))
      = pairing (v (t • ρ) + t • fderiv ℝ v (t • ρ) ρ)
    rw [one_smul, add_comm]
  have hint : ∫ t in (0 : ℝ)..1, F' ρ t = pairing (v ρ) := by
    rw [intervalIntegral.integral_eq_sub_of_hasDerivAt (fun t _ => hder t)
      (hF'c.intervalIntegrable _ _)]
    simp
  rw [hint] at key
  exact key
```

**Q:** So what exactly does the main theorem say?

**A:** For a potential satisfying `ContDiff ℝ 1 v`, that is, continuously differentiable on all of $\mathbb{R}^N$, there are two statements. Some $E$ with `IsEnergyOf E v` exists if and only if $J_{ij}(\rho) = J_{ji}(\rho)$ for all $\rho$, $i$ and $j$. And every such $E$ satisfies the ray formula, so two energies of the same potential differ by a constant. With a single grid point the symmetry condition holds automatically. The proof assembles the preceding results.

```lean
/-- A continuously differentiable grid potential has an energy if and only if its response
kernel is symmetric at every density; any such energy, relative to zero density, is the
integral of the potential along the ray to `ρ`. -/
theorem exists_energy_iff {v : (ι → ℝ) → (ι → ℝ)} (hv : ContDiff ℝ 1 v) :
    ((∃ E, IsEnergyOf E v) ↔
      ∀ ρ i j, responseKernel v ρ i j = responseKernel v ρ j i) ∧
    ∀ E, IsEnergyOf E v → ∀ ρ,
      E ρ - E 0 = ∫ t in (0 : ℝ)..1, ∑ i, ρ i * v (t • ρ) i := by
  refine ⟨⟨?_, fun hs => ⟨lineEnergy v, lineEnergy_isEnergyOf hv hs⟩⟩, ?_⟩
  · rintro ⟨E, hE⟩
    exact responseKernel_symm (contDiff_one_iff_fderiv.1 hv).1 hE
  · intro E hE ρ
    simpa using energy_difference hv.continuous hE 0 ρ
```

**Q:** Does local exchange qualify? Its potential goes as $\rho^{1/3}$.

**A:** Not as it stands. Its slope diverges at zero density, so it is not continuously differentiable there, although it does have an energy. The hypothesis describes a potential that responds smoothly even at vanishing density, which a regularised form can satisfy.

**Q:** Then give me a case that does qualify.

**A:** A Hartree-type potential, $v = K\rho$ with a constant matrix $K$. With weights, $K_{ij} = w_i w_j/|r_i - r_j|$ for $i \neq j$, where $r_i$ is the position of point $i$, and the diagonal is given some finite value. The Jacobian is $K$ itself, so an energy exists exactly when $K$ is symmetric. Since $v(t\rho) = tK\rho$,
$$E(\rho) - E(0) = \int_0^1 t\,dt\;\rho\cdot K\rho = \tfrac12\,\rho\cdot K\rho ,$$
which is the familiar factor of one half. In the proof, `hk` identifies the Jacobian with $K$ and `ht` pulls the factor $t$ out of the sum.

```lean
/-- A potential linear in the density, `v = K ρ`, has an energy if and only if the
interaction matrix `K` is symmetric; any such energy is half of `ρ · K ρ` up to its value
at zero density. -/
theorem linear_potential (K : Matrix ι ι ℝ) :
    ((∃ E, IsEnergyOf E (fun ρ => K *ᵥ ρ)) ↔ K.IsSymm) ∧
    ∀ E, IsEnergyOf E (fun ρ => K *ᵥ ρ) → ∀ ρ,
      E ρ - E 0 = 1 / 2 * (ρ ⬝ᵥ K *ᵥ ρ) := by
  have hv : ContDiff ℝ 1 (fun ρ : ι → ℝ => K *ᵥ ρ) :=
    (LinearMap.toContinuousLinearMap K.mulVecLin).contDiff
  -- the response kernel of a linear potential is the interaction matrix
  have hk : ∀ ρ i j, responseKernel (fun σ : ι → ℝ => K *ᵥ σ) ρ i j = K i j := by
    intro ρ i j
    have h : HasFDerivAt (fun σ : ι → ℝ => K *ᵥ σ)
        (LinearMap.toContinuousLinearMap K.mulVecLin) ρ :=
      (LinearMap.toContinuousLinearMap K.mulVecLin).hasFDerivAt
    unfold responseKernel
    rw [h.fderiv]
    change (K *ᵥ Pi.single j 1) i = K i j
    simp
  obtain ⟨hiff, hform⟩ := exists_energy_iff hv
  constructor
  · rw [hiff]
    simp only [hk]
    exact ⟨fun h => Matrix.ext fun i j => h 0 j i, fun h _ i j => h.apply j i⟩
  · intro E hE ρ
    have ht : ∀ t : ℝ, ∑ i, ρ i * (K *ᵥ (t • ρ)) i = t * (ρ ⬝ᵥ K *ᵥ ρ) := by
      intro t
      rw [Matrix.mulVec_smul, dotProduct, Finset.mul_sum]
      refine Finset.sum_congr rfl fun i _ => ?_
      simp only [Pi.smul_apply, smul_eq_mul]
      ring
    rw [hform E hE ρ]
    simp only [ht]
    rw [intervalIntegral.integral_mul_const, integral_id]
    ring

end

end GridPotential
```

```lean
#print axioms GridPotential.exists_energy_iff
#print axioms GridPotential.linear_potential
```

```
'GridPotential.exists_energy_iff' depends on axioms: [propext, Classical.choice, Quot.sound]
'GridPotential.linear_potential' depends on axioms: [propext, Classical.choice, Quot.sound]
```

**Q:** And what separates this from the functional I started with?

**A:** The domain and the continuum limit. The energy here must have $v$ as its gradient on all of $\mathbb{R}^N$. An asymmetric Jacobian therefore doesn't by itself rule out an energy defined only for non-negative densities with a fixed electron number, where only density changes that conserve that number count. And nothing here controls what happens as the grid is refined. For a directly modelled Kohn–Sham potential, the theorem decides, on a fixed finite grid, whether an energy defined on all of $\mathbb{R}^N$ exists, provided the discretised potential is continuously differentiable there.
